# The charge-flow polarizability of a symmetric, charge-conserving site model is a sum over site pairs

**A:** When a molecule is placed in an electric field, charge flows between its atoms, and this flow contributes to the molecular polarizability. Let \(Q_{ab}\) be a real symmetric matrix of charge-flow polarizabilities between finitely many sites, with every row sum zero, and let \(r_{ai}\) be component \(i\) of the position of site \(a\). Then

\[
\alpha_{ij}=\sum_{a,b} r_{ai}Q_{ab}r_{bj}
=-\tfrac12\sum_{a,b}Q_{ab}(r_{ai}-r_{bi})(r_{aj}-r_{bj}).
\]

Only differences of positions appear on the right, so the origin doesn't matter, and the sum splits into one term per pair of sites.

**Q:** The algebra looks plausible. I doubt that the Lean version is about molecules. What are the objects?

**A:** The type `n` labels the sites and `ι` labels the Cartesian axes, so `Fin 3` is the usual choice for `ι`.

```lean
import Mathlib

open Finset

namespace ChargeFlowPolarizability

noncomputable section

variable {n ι : Type*} [Fintype n]
```

The matrix is defined by what it does. Site potentials \(V_b\) induce the charges \(q_a=-\sum_b Q_{ab}V_b\). Many texts write \(\alpha^{ab}\) for this matrix and keep \(Q\) for charges or multipole moments; here \(Q\) is always the response matrix.

```lean
/-- The charge induced on site `a` by the site potentials `V`, in linear response. -/
def inducedCharge (Q : Matrix n n ℝ) (V : n → ℝ) (a : n) : ℝ :=
  -∑ b, Q a b * V b
```

A uniform field \(F\) has the potential \(V_b=-\sum_j F_j r_{bj}\), with its zero at the origin.

```lean
/-- The electrostatic potential of a uniform field `F` at the site `b`. -/
def uniformPotential [Fintype ι] (F : ι → ℝ) (r : n → ι → ℝ) (b : n) : ℝ :=
  -∑ j, F j * r b j
```

The polarizability is the double sum from the start, and each pair gets a term \(-Q_{ab}(r_{ai}-r_{bi})(r_{aj}-r_{bj})\).

```lean
/-- The charge-flow contribution to the component `i j` of the molecular polarizability,
for sites at the positions `r`. -/
def polarizability (Q : Matrix n n ℝ) (r : n → ι → ℝ) (i j : ι) : ℝ :=
  ∑ a, ∑ b, r a i * Q a b * r b j

/-- The polarizability term of the pair of sites `a`, `b`, built from their separation. -/
def bondTerm (Q : Matrix n n ℝ) (r : n → ι → ℝ) (i j : ι) (a b : n) : ℝ :=
  -Q a b * ((r a i - r b i) * (r a j - r b j))
```

**Q:** So you call a double sum a polarizability. Why should I accept the name?

**A:** Because it is the linear response of the dipole. Insert the potential into the induced charges and the two minus signs cancel:

\[
\sum_a r_{ai}q_a=\sum_a r_{ai}\sum_b Q_{ab}\sum_j r_{bj}F_j=\sum_j\alpha_{ij}F_j .
\]

The theorem `induced_dipole` says this for any real \(Q\), without symmetry or row sums. Its proof moves all factors inside the sums, uses `sum_comm` to reorder the summations, and lets `ring` compare the summands.

```lean
/-- The dipole moment of the charges induced by a uniform field is the charge-flow
polarizability applied to the field. -/
theorem induced_dipole [Fintype ι] (Q : Matrix n n ℝ) (r : n → ι → ℝ) (F : ι → ℝ) (i : ι) :
    ∑ a, r a i * inducedCharge Q (uniformPotential F r) a
      = ∑ j, polarizability Q r i j * F j := by
  simp only [inducedCharge, uniformPotential, polarizability, mul_neg, sum_neg_distrib,
    neg_neg, mul_sum, sum_mul]
  symm
  exact sum_comm.trans (sum_congr rfl fun a _ =>
    sum_comm.trans (sum_congr rfl fun b _ => sum_congr rfl fun j _ => by ring))
```

**Q:** What do the two hypotheses on \(Q\) stand for?

**A:** Symmetry is reciprocity: a potential at \(b\) charges \(a\) as much as the same potential at \(a\) charges \(b\). A zero row sum says that a constant potential, equal on all sites, induces no charge on any site. Both are assumed, not derived from a Hamiltonian.

**Q:** I would have expected charge conservation, which is a condition on the columns.

**A:** Symmetry turns one into the other. Since \(\sum_a Q_{ab}=\sum_a Q_{ba}=0\),

\[
\sum_a q_a=-\sum_b V_b\sum_a Q_{ab}=0
\]

for any potential, uniform field or not. In the proof, `col` is the column-sum statement, and `h` exchanges the sums and applies it.

```lean
/-- For symmetric `Q` with zero row sums, the induced charges add up to zero
in any potential. -/
theorem total_induced_charge (Q : Matrix n n ℝ) (hs : Q.IsSymm)
    (hQ : ∀ a, ∑ b, Q a b = 0) (V : n → ℝ) : ∑ a, inducedCharge Q V a = 0 := by
  -- by symmetry the column sums vanish too
  have col : ∀ b, ∑ a, Q a b = 0 := fun b =>
    (sum_congr rfl fun a _ => hs.apply b a).trans (hQ b)
  have h : ∑ a, ∑ b, Q a b * V b = 0 :=
    sum_comm.trans (sum_eq_zero fun b _ => by rw [← sum_mul, col b, zero_mul])
  simp only [inducedCharge, sum_neg_distrib, h, neg_zero]
```

**Q:** Now the origin. Show me what happens when I move it.

**A:** Moving the origin is the same as displacing all sites by a common vector \(t\). Write \(R_a=\sum_b Q_{ab}\) for the row sums and expand:

\[
\begin{aligned}
\sum_{a,b}(r_{ai}+t_i)Q_{ab}(r_{bj}+t_j)
&=\alpha_{ij}+t_j\sum_a r_{ai}R_a\\
&\quad+t_i\sum_{a,b}Q_{ab}r_{bj}+t_it_j\sum_a R_a .
\end{aligned}
\]

In the third term the sum over \(a\) gives a column sum, which symmetry makes equal to a row sum, so that term is \(t_i\sum_a r_{aj}R_a\). The step `h` in the Lean proof is this replacement; the rest is the expansion, done summand by summand with `ring`.

```lean
/-- For symmetric `Q`, a displacement `t` of all sites changes the charge-flow
polarizability only by terms that contain the row sums of `Q`. -/
theorem polarizability_shift (Q : Matrix n n ℝ) (hs : Q.IsSymm)
    (r : n → ι → ℝ) (t : ι → ℝ) (i j : ι) :
    polarizability Q (fun a k => r a k + t k) i j
      = polarizability Q r i j + t j * ∑ a, r a i * ∑ b, Q a b
        + t i * ∑ a, r a j * ∑ b, Q a b + t i * t j * ∑ a, ∑ b, Q a b := by
  have h : ∑ a, r a j * ∑ b, Q a b = ∑ a, ∑ b, Q a b * r b j := by
    simp only [mul_sum]
    refine sum_comm.trans (sum_congr rfl fun a _ => sum_congr rfl fun b _ => ?_)
    rw [hs.apply a b, mul_comm]
  rw [h]
  simp only [polarizability, mul_sum, ← sum_add_distrib]
  exact sum_congr rfl fun a _ => sum_congr rfl fun b _ => by ring
```

If all \(R_a\) vanish, nothing but \(\alpha_{ij}\) remains.

**Q:** And the converse? Does origin independence force the row sums to vanish?

**A:** Yes, if it holds for one fixed \(Q\) at all site positions. Take \(i=j\) and \(t_i=1\). With all sites at the origin, the shift formula gives \(\sum_a R_a=0\). With only site \(c\) displaced, by one unit along each axis, it gives \(2R_c+\sum_a R_a=0\). Hence \(R_c=0\). These are `h0` and `h1` in the proof, and `linarith` combines them. At least one axis must exist, hence `Nonempty ι`.

```lean
/-- For symmetric `Q`, the charge-flow polarizability is independent of the origin at all
site geometries exactly when every row sum of `Q` is zero. -/
theorem origin_independent_iff [Nonempty ι] (Q : Matrix n n ℝ) (hs : Q.IsSymm) :
    (∀ (r : n → ι → ℝ) (t : ι → ℝ) (i j : ι),
      polarizability Q (fun a k => r a k + t k) i j = polarizability Q r i j)
      ↔ ∀ a, ∑ b, Q a b = 0 := by
  classical
  constructor
  · intro h c
    obtain ⟨i⟩ := ‹Nonempty ι›
    -- all sites at the origin: the sum of all entries vanishes
    have h0 := (polarizability_shift Q hs (fun _ _ => 0) (fun _ => 1) i i).symm.trans
      (h (fun _ _ => 0) (fun _ => 1) i i)
    -- only site `c` away from the origin: its row sum vanishes
    have h1 := (polarizability_shift Q hs (fun a _ => if a = c then 1 else 0)
      (fun _ => 1) i i).symm.trans
      (h (fun a _ => if a = c then 1 else 0) (fun _ => 1) i i)
    simp only [zero_mul, sum_const_zero, mul_zero, one_mul, add_zero] at h0
    simp only [ite_mul, one_mul, zero_mul, sum_ite_eq', mem_univ, if_true] at h1
    linarith
  · intro hQ r t i j
    rw [polarizability_shift Q hs]
    simp [hQ]
```

**Q:** In a real molecule \(Q\) changes with the geometry, and atoms don't sit on top of each other.

**A:** Then the direction you want is the one from zero row sums to origin independence, which holds at each geometry with the \(Q\) that belongs to it. The converse is a statement about the matrix, tested on fictitious positions. For an arbitrary symmetric matrix, a single geometry wouldn't suffice: the diagonal matrix with entries \(1,-2,1\) and sites at \(-1,0,1\) on a line gives \((t-1)^2-2t^2+(t+1)^2=2\) for every shift \(t\), although its row sums are not zero. That matrix is an algebraic example only: its entry \(-2\) would make the middle site more positive when the potential there is raised, which the static response of a ground state doesn't allow. That response gives a positive semidefinite \(Q\), and for such a matrix one geometry is enough: if no shift changes the polarizability there, the sum of all entries is zero, and this forces every row sum to vanish.

**Q:** Fair. Derive the difference formula, then.

**A:** Expand the product of differences:

\[
\begin{aligned}
\sum_{a,b}Q_{ab}(r_{ai}-r_{bi})(r_{aj}-r_{bj})
={}&\sum_{a,b}Q_{ab}r_{ai}r_{aj}+\sum_{a,b}Q_{ab}r_{bi}r_{bj}\\
&-\sum_{a,b}r_{ai}Q_{ab}r_{bj}-\sum_{a,b}r_{bi}Q_{ab}r_{aj}.
\end{aligned}
\]

The first sum is \(\sum_a r_{ai}r_{aj}R_a=0\). The second contains column sums and vanishes too. The third sum is \(\alpha_{ij}\), and so is the fourth, after the labels \(a\) and \(b\) are exchanged and symmetry is used. The right-hand side is therefore \(-2\alpha_{ij}\), and division by \(-2\) gives the result.

In Lean, `h1` and `h2` remove the one-site sums, `h3` identifies the second cross term with the polarizability, and `key` is the expansion, with the cross terms moved to the left so that no subtraction is needed. The last `linarith` solves for \(\alpha_{ij}\).

```lean
/-- For symmetric `Q` with zero row sums, each component of the charge-flow polarizability is minus
one half of the double sum of `Q a b` times the product of the position differences along the two
axes. -/
theorem polarizability_eq_differences (Q : Matrix n n ℝ) (hs : Q.IsSymm)
    (hQ : ∀ a, ∑ b, Q a b = 0) (r : n → ι → ℝ) (i j : ι) :
    polarizability Q r i j
      = -(1 / 2) * ∑ a, ∑ b, Q a b * ((r a i - r b i) * (r a j - r b j)) := by
  -- the one-site terms vanish by the row sums
  have h1 : ∑ a, ∑ b, Q a b * (r a i * r a j) = 0 :=
    sum_eq_zero fun a _ => by rw [← sum_mul, hQ a, zero_mul]
  have h2 : ∑ a, ∑ b, Q a b * (r b i * r b j) = 0 := by
    refine sum_comm.trans (Eq.trans ?_ h1)
    exact sum_congr rfl fun a _ => sum_congr rfl fun b _ => by rw [hs.apply a b]
  -- the two cross terms agree by symmetry
  have h3 : ∑ a, ∑ b, r b i * Q a b * r a j = polarizability Q r i j := by
    refine sum_comm.trans (sum_congr rfl fun a _ => sum_congr rfl fun b _ => ?_)
    rw [hs.apply a b]
  have key : ∑ a, ∑ b, Q a b * ((r a i - r b i) * (r a j - r b j))
      + polarizability Q r i j + ∑ a, ∑ b, r b i * Q a b * r a j
      = ∑ a, ∑ b, Q a b * (r a i * r a j) + ∑ a, ∑ b, Q a b * (r b i * r b j) := by
    simp only [polarizability, ← sum_add_distrib]
    exact sum_congr rfl fun a _ => sum_congr rfl fun b _ => by ring
  linarith
```

**Q:** That double sum still counts each pair twice. Where are the bonds?

**A:** Call the pair term \(T_{ab}=-Q_{ab}(r_{ai}-r_{bi})(r_{aj}-r_{bj})\). It is zero for \(a=b\), and \(T_{ba}=T_{ab}\), because both differences change sign. So

\[
\alpha_{ij}=\tfrac12\sum_{a,b}T_{ab}=\sum_{a<b}T_{ab}.
\]

The proof has the same parts. `hT` is the symmetry of the term, `split` divides the double sum into \(a<b\) and \(b<a\), `swap` shows that the two halves are equal, and `total` connects the sum to the difference formula. The `LinearOrder` on the sites only serves to count each pair once; any numbering of the atoms will do.

```lean
/-- For symmetric `Q` with zero row sums, the charge-flow polarizability is a sum of bond
terms, with each pair of sites counted once. -/
theorem polarizability_eq_sum_bonds [LinearOrder n] (Q : Matrix n n ℝ) (hs : Q.IsSymm)
    (hQ : ∀ a, ∑ b, Q a b = 0) (r : n → ι → ℝ) (i j : ι) :
    polarizability Q r i j
      = ∑ a, ∑ b ∈ univ.filter (fun b => a < b), bondTerm Q r i j a b := by
  have hT : ∀ a b, bondTerm Q r i j b a = bondTerm Q r i j a b := fun a b => by
    unfold bondTerm
    rw [hs.apply a b]
    ring
  -- split the double sum into the pairs a < b and b < a
  have split : ∑ a, ∑ b, bondTerm Q r i j a b
      = ∑ a, ∑ b, (if a < b then bondTerm Q r i j a b else 0)
        + ∑ a, ∑ b, (if b < a then bondTerm Q r i j a b else 0) := by
    simp only [← sum_add_distrib]
    refine sum_congr rfl fun a _ => sum_congr rfl fun b _ => ?_
    rcases lt_trichotomy a b with h | h | h
    · simp [h, lt_asymm h]
    · subst h
      simp [bondTerm]
    · simp [h, lt_asymm h]
  have swap : ∑ a, ∑ b, (if b < a then bondTerm Q r i j a b else 0)
      = ∑ a, ∑ b, (if a < b then bondTerm Q r i j a b else 0) := by
    refine sum_comm.trans (sum_congr rfl fun a _ => sum_congr rfl fun b _ => ?_)
    rw [hT a b]
  have total : ∑ a, ∑ b, bondTerm Q r i j a b
      = -∑ a, ∑ b, Q a b * ((r a i - r b i) * (r a j - r b j)) := by
    simp only [bondTerm, neg_mul, sum_neg_distrib]
  have main := polarizability_eq_differences Q hs hQ r i j
  simp only [sum_filter]
  linarith
```

**Q:** "Bond" is generous. Your sum runs over all pairs.

**A:** It does. A `bondTerm` belongs to any two sites, chemically bonded or not. If \(Q_{ab}\) is appreciable only between neighbours, the sum is local in the chemical sense; the theorem doesn't say that it is, and it doesn't reassign long-range flows to a chain of bonds.

**Q:** Along one axis I would write this with squares.

**A:** With site coordinates \(x_a\), set both components equal in the difference formula:

\[
\sum_{a,b}x_aQ_{ab}x_b=-\tfrac12\sum_{a,b}Q_{ab}(x_a-x_b)^2 .
\]

Lean obtains it by taking `Unit`, a type with one element, as the set of axes, and by writing the repeated factor as a square.

```lean
/-- Along a single axis with site coordinates `x`, and for symmetric `Q` with zero row sums,
the charge-flow polarizability is a sum over squared coordinate differences. -/
theorem axial_polarizability (Q : Matrix n n ℝ) (hs : Q.IsSymm)
    (hQ : ∀ a, ∑ b, Q a b = 0) (x : n → ℝ) :
    ∑ a, ∑ b, x a * Q a b * x b = -(1 / 2) * ∑ a, ∑ b, Q a b * (x a - x b) ^ 2 := by
  have h := polarizability_eq_differences Q hs hQ (fun a (_ : Unit) => x a) () ()
  simp only [polarizability, ← pow_two] at h
  exact h
```

**Q:** The minus sign worries me. A static polarizability shouldn't be negative.

**A:** Between bonded neighbours \(a\) and \(b\), the element \(Q_{ab}\) is typically negative: raising the potential at \(b\) drives positive charge away from \(b\) and towards \(a\), and \(q_a=-Q_{ab}V_b\) is then positive. If \(Q_{ab}\le 0\) for all \(a\ne b\), each term \(Q_{ab}(x_a-x_b)^2\) is at most zero. The diagonal terms vanish whatever the sign of \(Q_{aa}\), so the polarizability is non-negative. The proof makes the same distinction with `by_cases`, and `nlinarith` handles the product of signs. The condition is sufficient, not necessary. In the Hückel model of butadiene, for example, \(Q_{13}\) is positive, yet the polarizability is non-negative, because the static response matrix of a ground state is positive semidefinite.

```lean
/-- If `Q` is symmetric with zero row sums and no off-diagonal element is positive, the
charge-flow polarizability along an axis is non-negative. -/
theorem axial_polarizability_nonneg (Q : Matrix n n ℝ) (hs : Q.IsSymm)
    (hQ : ∀ a, ∑ b, Q a b = 0) (hoff : ∀ a b, a ≠ b → Q a b ≤ 0) (x : n → ℝ) :
    0 ≤ ∑ a, ∑ b, x a * Q a b * x b := by
  rw [axial_polarizability Q hs hQ x]
  have h : ∑ a, ∑ b, Q a b * (x a - x b) ^ 2 ≤ 0 := by
    refine sum_nonpos fun a _ => sum_nonpos fun b _ => ?_
    by_cases hab : a = b
    · simp [hab]
    · nlinarith [mul_nonneg (neg_nonneg.2 (hoff a b hab)) (sq_nonneg (x a - x b))]
  linarith
```

**Q:** Give me a case that I can check in my head.

**A:** Take two sites and a flow strength \(k\), the charge that flows per unit of potential difference:

\[
Q=\begin{pmatrix}k&-k\\-k&k\end{pmatrix},\qquad
q_0=-k(V_0-V_1)=-q_1 .
\]

The matrix is symmetric and its rows add up to zero. With \(d_i=r_{0i}-r_{1i}\), the double sum is

\[
k\,(r_{0i}r_{0j}-r_{0i}r_{1j}-r_{1i}r_{0j}+r_{1i}r_{1j})=k\,d_id_j .
\]

There is a single pair term, and it polarizes only along the line between the sites. `diatomic_witness` states all three facts, for any real \(k\); the proof goes through the matrix entries with `fin_cases` and writes out the sums over two sites. With a single site there is no pair at all: the row sum forces \(Q=0\), and the polarizability is zero.

```lean
/-- The two-site matrix with flow strength `k` is symmetric with zero row sums, and its
polarizability is `k` times the product of the components of the site separation. -/
theorem diatomic_witness (k : ℝ) (r : Fin 2 → ι → ℝ) (i j : ι) :
    (!![k, -k; -k, k] : Matrix (Fin 2) (Fin 2) ℝ).IsSymm
      ∧ (∀ a, ∑ b, (!![k, -k; -k, k] : Matrix (Fin 2) (Fin 2) ℝ) a b = 0)
      ∧ polarizability !![k, -k; -k, k] r i j
        = k * ((r 0 i - r 1 i) * (r 0 j - r 1 j)) := by
  refine ⟨Matrix.IsSymm.ext fun a b => ?_, fun a => ?_, ?_⟩
  · fin_cases a <;> fin_cases b <;> simp
  · fin_cases a <;> simp [Fin.sum_univ_two]
  · simp [polarizability, Fin.sum_univ_two]
    ring

end

end ChargeFlowPolarizability
```

```lean
#print axioms ChargeFlowPolarizability.origin_independent_iff
#print axioms ChargeFlowPolarizability.polarizability_eq_sum_bonds
#print axioms ChargeFlowPolarizability.axial_polarizability
#print axioms ChargeFlowPolarizability.axial_polarizability_nonneg
```

```
'ChargeFlowPolarizability.origin_independent_iff' depends on axioms: [propext, Classical.choice, Quot.sound]
'ChargeFlowPolarizability.polarizability_eq_sum_bonds' depends on axioms: [propext, Classical.choice, Quot.sound]
'ChargeFlowPolarizability.axial_polarizability' depends on axioms: [propext, Classical.choice, Quot.sound]
'ChargeFlowPolarizability.axial_polarizability_nonneg' depends on axioms: [propext, Classical.choice, Quot.sound]
```

**Q:** Suppose that I take \(Q\) from an electronic-structure calculation. What do I still have to supply?

**A:** The identification of \(Q\) with the molecule's full response to an external potential, distributed over sites. The potential in `induced_dipole` is that of the applied field alone, so the interaction among the induced charges must already be contained in \(Q\). How the density is partitioned into atoms is up to you, provided that the resulting matrix is symmetric with zero row sums.

**Q:** And is this then the whole molecular polarizability?

**A:** No, only the part that comes from charges moving between sites. Dipoles induced within an atom, and the coupling between charges and such dipoles, add further terms. The pair terms reproduce only the charge-flow part of the dipole response to a uniform field; higher multipoles of the induced charges are a separate matter.

**Q:** Where would I use it?

**A:** In distributed-polarizability models for induction and dispersion energies, where charge-flow terms can be replaced by pair terms as far as this charge-only part of the dipole polarizability is concerned. For dispersion one needs the response at imaginary frequencies, and the identity applies at each frequency where \(Q\) is real and symmetric with zero row sums.
